# Traceless Hermitian matrices give Cayley steps of determinant one for 2 × 2, but not always for 3 × 3

## Does a traceless Hamiltonian keep a Cayley step in SU(n)?

I absorb the time step τ and ħ into a dimensionless matrix H = τĤ/(2ħ), where Ĥ is the Hamiltonian, so that one Cayley step is

C(H) = (1 − iH)(1 + iH)⁻¹.

For a two-level system with traceless Hermitian H, I always find det C(H) = 1, just as for the exact propagator exp(−2iH). For three levels this seems to fail: H = diag(1, 1, −2) is traceless, yet I get (3 − 4i)/5. Can both statements be made rigorous and machine-checked, and what decides whether a step stays in SU(3)?

## The phase of det(1 + iH) decides

With the time step absorbed, C is a function of a single matrix. The Lean definition `cayley` accepts every finite square complex matrix, and Hermiticity enters as a hypothesis of the theorems. That hypothesis is what makes the inverse genuine; for a general matrix, 1 + iH can be singular, and Lean's inverse is then zero by convention.

**Invertibility.** Let H be Hermitian and suppose (1 + iH)v = 0. Multiplying by −i gives Hv = iv. Hermiticity says v†(Hv) = (Hv)†v, which becomes

i v†v = −i v†v.

Hence v†v = 0 and v = 0. So 1 + iH has no nonzero null vector, and its determinant d = det(1 + iH) is nonzero.

**The determinant.** Since H† = H, the adjoint of 1 + iH is 1 − iH. The determinant of an adjoint is the complex conjugate of the determinant, so

det C(H) = det(1 − iH) / det(1 + iH) = conj(d)/d.

**Unitarity.** Write A = 1 + iH and B = 1 − iH = A†. These commute, and C = BA⁻¹ has adjoint C† = B⁻¹A. Therefore

C†C = B⁻¹ABA⁻¹ = B⁻¹BAA⁻¹ = 1.

C is thus always unitary, and it lies in SU(n) exactly when conj(d) = d, that is, when d is real.

**Two levels.** For a number x,

det(1 + xH) = 1 + x tr H + x² det H.

Subtracting the value at x = i from the value at x = −i removes the even terms:

conj(d) − d = −2i tr H.

So d is real exactly when tr H = 0.

**Three levels.** Let e₂ be the sum of the principal 2 × 2 minors of H. Then

det(1 + xH) = 1 + x tr H + x² e₂ + x³ det H.

The same subtraction now leaves two terms:

conj(d) − d = −2i tr H − 2i³ det H = −2i (tr H − det H).

The condition is tr H = det H. If H is traceless and is scaled by a real t ≠ 0, then tr(tH) = 0 and det(tH) = t³ det H, so the step stays in SU(3) exactly when det H = 0.

**The example.** For H = diag(1, 1, −2),

d = (1 + i)²(1 − 2i) = 2i(1 − 2i) = 4 + 2i,

det C(H) = (4 − 2i)/(4 + 2i) = (4 − 2i)²/20 = (3 − 4i)/5.

This has modulus one but is not 1, so the step is unitary and lies outside SU(3).

## How the theorems state it

The final theorem, `cayley_det_two_versus_three`, is a conjunction. Its first part says that every 2 × 2 complex matrix that is Hermitian and has trace zero has a Cayley step of determinant one. The rest says that `diagH`, the matrix diag(1, 1, −2), is Hermitian and traceless, that its Cayley step has determinant (3 − 4i)/5, and that this step is not in SU(3).

`Matrix (Fin 3) (Fin 3) ℂ` is the type of operators on a three-level system in a fixed orthonormal basis, `H.IsHermitian` means H† = H, and `specialUnitaryGroup` consists of the unitary matrices of determinant one. In the general theorems, `n` is any finite index set labelling the basis states. The real number `t` in `cayley_step_mem_SU_three_iff` rescales the step.

The theorems concern one step with a fixed matrix H. They do not treat infinite-dimensional Hamiltonians or the accuracy with which C(H) approximates the exact propagator. Beyond three levels, the criterion is left in the form that d be real; its expansion into invariants of H is not worked out here.

```lean
import Mathlib

open Matrix
open Complex (I I_sq)
open scoped ComplexConjugate ComplexOrder

namespace CayleyDeterminant

noncomputable section

variable {n : Type*} [Fintype n] [DecidableEq n]

/-- The Cayley step `(1 - iH)(1 + iH)⁻¹` generated by the matrix `H`. -/
def cayley (H : Matrix n n ℂ) : Matrix n n ℂ :=
  (1 - I • H) * (1 + I • H)⁻¹

/-- The diagonal matrix `diag(1, 1, -2)`, used as the Hamiltonian of a three-level system. -/
def diagH : Matrix (Fin 3) (Fin 3) ℂ :=
  !![1, 0, 0; 0, 1, 0; 0, 0, -2]

omit [Fintype n] in
/-- For Hermitian `H` the adjoint of `1 + iH` is `1 - iH`. -/
theorem adjoint_one_add {H : Matrix n n ℂ} (hH : H.IsHermitian) :
    (1 + I • H)ᴴ = 1 - I • H := by
  rw [conjTranspose_add, conjTranspose_one, conjTranspose_smul, hH.eq]
  simp [sub_eq_add_neg]

/-- For Hermitian `H` the denominator `1 + iH` of the Cayley step has nonzero determinant. -/
theorem det_one_add_ne_zero {H : Matrix n n ℂ} (hH : H.IsHermitian) :
    (1 + I • H).det ≠ 0 := by
  intro h0
  obtain ⟨v, hv, h⟩ := Matrix.exists_mulVec_eq_zero_iff.mpr h0
  -- a null vector would be an eigenvector of `H` with eigenvalue `i`
  have h1 : H *ᵥ v = I • v := by
    rw [add_mulVec, one_mulVec, smul_mulVec] at h
    funext j
    have hj := congrFun h j
    simp only [Pi.add_apply, Pi.smul_apply, smul_eq_mul, Pi.zero_apply] at hj ⊢
    linear_combination (-I) * hj + (H *ᵥ v) j * I_sq
  -- but a Hermitian `H` can be moved to the other side of the inner product
  have h2 : star v ⬝ᵥ (H *ᵥ v) = star (H *ᵥ v) ⬝ᵥ v := by
    rw [star_mulVec, hH.eq, dotProduct_mulVec]
  rw [h1] at h2
  simp only [dotProduct_smul, star_smul, smul_dotProduct, smul_eq_mul,
    Complex.star_def, Complex.conj_I] at h2
  have h3 : star v ⬝ᵥ v = 0 := by
    linear_combination (-I / 2) * h2 + (star v ⬝ᵥ v) * I_sq
  exact hv (dotProduct_star_self_eq_zero.mp h3)

/-- For Hermitian `H` the determinants of `1 - iH` and `1 + iH` are complex conjugates. -/
theorem det_one_sub {H : Matrix n n ℂ} (hH : H.IsHermitian) :
    (1 - I • H).det = conj (1 + I • H).det := by
  rw [← adjoint_one_add hH]
  exact det_conjTranspose _

/-- The determinant of a Cayley step with Hermitian `H` is the quotient `conj d / d`, where `d = det
(1 + iH)`. -/
theorem det_cayley {H : Matrix n n ℂ} (hH : H.IsHermitian) :
    (cayley H).det = conj (1 + I • H).det / (1 + I • H).det := by
  rw [cayley, det_mul, det_nonsing_inv, Ring.inverse_eq_inv', det_one_sub hH, div_eq_mul_inv]

/-- A Cayley step with Hermitian `H` lies in SU(n) exactly when `det (1 + iH)` is real. -/
theorem cayley_mem_SU_iff {H : Matrix n n ℂ} (hH : H.IsHermitian) :
    cayley H ∈ specialUnitaryGroup n ℂ ↔ (1 + I • H).det.im = 0 := by
  have hA := det_one_add_ne_zero hH
  have hB : (1 - I • H).det ≠ 0 := by
    rw [det_one_sub hH]
    exact (map_ne_zero _).mpr hA
  have hadj : (1 - I • H)ᴴ = 1 + I • H := by
    rw [← adjoint_one_add hH, conjTranspose_conjTranspose]
  have hcomm : ∀ X : Matrix n n ℂ, (1 + X) * (1 - X) = (1 - X) * (1 + X) :=
    fun X => by noncomm_ring
  -- numerator and denominator commute and are adjoint to each other
  have hU : cayley H ∈ unitaryGroup n ℂ := by
    rw [mem_unitaryGroup_iff', star_eq_conjTranspose, cayley, conjTranspose_mul,
      conjTranspose_nonsing_inv, adjoint_one_add hH, hadj]
    calc (1 - I • H)⁻¹ * (1 + I • H) * ((1 - I • H) * (1 + I • H)⁻¹)
        = (1 - I • H)⁻¹ * ((1 + I • H) * (1 - I • H)) * (1 + I • H)⁻¹ := by
          simp only [Matrix.mul_assoc]
      _ = ((1 - I • H)⁻¹ * (1 - I • H)) * ((1 + I • H) * (1 + I • H)⁻¹) := by
          rw [hcomm]
          simp only [Matrix.mul_assoc]
      _ = 1 := by
          rw [nonsing_inv_mul _ hB.isUnit, mul_nonsing_inv _ hA.isUnit, Matrix.one_mul]
  rw [mem_specialUnitaryGroup_iff, det_cayley hH, div_eq_one_iff_eq hA, Complex.conj_eq_iff_im]
  exact and_iff_right hU

/-- For a two-level system the Cayley step lies in SU(2) exactly when the Hermitian
matrix `H` is traceless. -/
theorem cayley_mem_SU_two_iff {H : Matrix (Fin 2) (Fin 2) ℂ} (hH : H.IsHermitian) :
    cayley H ∈ specialUnitaryGroup (Fin 2) ℂ ↔ H.trace = 0 := by
  rw [cayley_mem_SU_iff hH, ← Complex.conj_eq_iff_im, ← det_one_sub hH]
  -- only the part odd in `H` survives in the difference
  have key : (1 - I • H).det - (1 + I • H).det = -2 * I * H.trace := by
    simp only [det_fin_two, trace_fin_two, Matrix.sub_apply, Matrix.add_apply,
      Matrix.smul_apply, smul_eq_mul, Matrix.one_apply, Fin.isValue, Fin.reduceEq, reduceIte]
    ring
  constructor
  · intro h
    linear_combination (I / 2) * h - (I / 2) * key + H.trace * I_sq
  · intro h
    linear_combination key - 2 * I * h

/-- For a three-level system the Cayley step lies in SU(3) exactly when the trace and the
determinant of the Hermitian matrix `H` coincide. -/
theorem cayley_mem_SU_three_iff {H : Matrix (Fin 3) (Fin 3) ℂ} (hH : H.IsHermitian) :
    cayley H ∈ specialUnitaryGroup (Fin 3) ℂ ↔ H.trace = H.det := by
  rw [cayley_mem_SU_iff hH, ← Complex.conj_eq_iff_im, ← det_one_sub hH]
  -- the odd part now contains the trace and the determinant
  have key : (1 - I • H).det - (1 + I • H).det = -2 * I * H.trace - 2 * I ^ 3 * H.det := by
    simp only [det_fin_three, trace_fin_three, Matrix.sub_apply, Matrix.add_apply,
      Matrix.smul_apply, smul_eq_mul, Matrix.one_apply, Fin.isValue, Fin.reduceEq, reduceIte]
    ring
  have key' : (1 - I • H).det - (1 + I • H).det = -2 * I * (H.trace - H.det) := by
    linear_combination key - 2 * I * H.det * I_sq
  constructor
  · intro h
    linear_combination (I / 2) * h - (I / 2) * key' + (H.trace - H.det) * I_sq
  · intro h
    linear_combination key' - 2 * I * h

/-- For a traceless Hermitian three-level Hamiltonian and a nonzero real step size `t`,
the Cayley step of `tH` lies in SU(3) exactly when `det H = 0`. -/
theorem cayley_step_mem_SU_three_iff {H : Matrix (Fin 3) (Fin 3) ℂ} (hH : H.IsHermitian)
    (htr : H.trace = 0) {t : ℝ} (ht : t ≠ 0) :
    cayley ((t : ℂ) • H) ∈ specialUnitaryGroup (Fin 3) ℂ ↔ H.det = 0 := by
  have htH : ((t : ℂ) • H).IsHermitian := by
    unfold Matrix.IsHermitian
    rw [conjTranspose_smul, hH.eq]
    simp
  have ht3 : (t : ℂ) ^ 3 ≠ 0 := pow_ne_zero _ (Complex.ofReal_ne_zero.mpr ht)
  rw [cayley_mem_SU_three_iff htH, trace_smul, det_smul, Fintype.card_fin, htr, smul_zero]
  constructor
  · intro h
    exact (mul_eq_zero.mp h.symm).resolve_left ht3
  · intro h
    rw [h, mul_zero]

/-- Every traceless Hermitian 2 × 2 matrix has a Cayley step of determinant one, whereas the
traceless Hermitian matrix `diag(1, 1, -2)` has one of determinant `(3 - 4i)/5`, outside SU(3). -/
theorem cayley_det_two_versus_three :
    (∀ H : Matrix (Fin 2) (Fin 2) ℂ, H.IsHermitian → H.trace = 0 → (cayley H).det = 1) ∧
    diagH.IsHermitian ∧ diagH.trace = 0 ∧ (cayley diagH).det = (3 - 4 * I) / 5 ∧
    cayley diagH ∉ specialUnitaryGroup (Fin 3) ℂ := by
  have hY : diagH.IsHermitian := by
    unfold Matrix.IsHermitian
    refine Matrix.ext fun i j => ?_
    fin_cases i <;> fin_cases j <;> simp [diagH]
  have hd : (1 + I • diagH).det = 4 + 2 * I := by
    rw [det_fin_three]
    simp [diagH]
    linear_combination (-3 - 2 * I) * I_sq
  have hne : (4 + 2 * I : ℂ) ≠ 0 := by
    rw [← hd]
    exact det_one_add_ne_zero hY
  have hc : conj (4 + 2 * I : ℂ) = 4 - 2 * I := by
    apply Complex.ext <;> simp
  have hdet : (cayley diagH).det = (3 - 4 * I) / 5 := by
    rw [det_cayley hY, hd, hc, div_eq_div_iff hne (by norm_num)]
    linear_combination 8 * I_sq
  refine ⟨fun H hH htr => ?_, hY, ?_, hdet, fun hmem => ?_⟩
  · exact (mem_specialUnitaryGroup_iff.mp ((cayley_mem_SU_two_iff hH).mpr htr)).2
  · rw [trace_fin_three]
    simp [diagH]
    try norm_num
  · -- the determinant has a nonzero imaginary part
    have h1 := (mem_specialUnitaryGroup_iff.mp hmem).2
    rw [hdet] at h1
    have h2 : (3 - 4 * I : ℂ) = 5 := by linear_combination 5 * h1
    have h3 := congrArg Complex.im h2
    norm_num at h3

end

end CayleyDeterminant
```

```lean
#print axioms CayleyDeterminant.cayley_step_mem_SU_three_iff
-- 'CayleyDeterminant.cayley_step_mem_SU_three_iff' depends on axioms: [propext, Classical.choice, Quot.sound]
#print axioms CayleyDeterminant.cayley_det_two_versus_three
-- 'CayleyDeterminant.cayley_det_two_versus_three' depends on axioms: [propext, Classical.choice, Quot.sound]
```

## From the null vector to the two determinants

`det_one_add_ne_zero` follows the invertibility argument. It assumes that the determinant vanishes, and `Matrix.exists_mulVec_eq_zero_iff` supplies a nonzero null vector `v`. Then `h1` is Hv = iv, `h2` is the Hermiticity identity, and `h3` is v†v = 0, which contradicts `v` being nonzero.

`adjoint_one_add` and `det_one_sub` give the adjoint and the conjugate determinant. `det_cayley` combines them with the product rule for determinants to obtain conj(d)/d.

In `cayley_mem_SU_iff`, the statement `hU` is unitarity. Its `calc` block is the chain for C†C above, with `hcomm` exchanging the two commuting factors. The closing rewrites turn conj(d)/d = 1 into the vanishing of the imaginary part of d.

The theorems for two and three levels expand both determinants entry by entry. In each, `key` is the difference conj(d) − d, and in the three-level case `key'` replaces i³ by −i. `cayley_step_mem_SU_three_iff` then applies the three-level criterion to tH and cancels the nonzero factor t³.

The final theorem takes its two-level half from `cayley_mem_SU_two_iff`, since membership in SU(2) includes determinant one. For the example, `hd` computes d = 4 + 2i and `hdet` the quotient. If the step were in SU(3), then 3 − 4i would equal 5, and comparing imaginary parts refutes that.

## Supplying i² = −1 to `linear_combination`

Much of the algebra rests on the tactic `linear_combination`. It proves an equation from known ones: one names the multiples to be added, and the tactic checks that what remains is a polynomial identity. In that check `I` is treated as an ordinary symbol, so i² = −1 has to be supplied as one of the equations, under the name `I_sq`.

The two-level criterion shows how this works. Let a = det(1 − iH), b = det(1 + iH) and T = tr H. The hypothesis `h` is a = b, `key` is a − b = −2iT, and the goal is T = 0. The proof gives the combination `(I / 2) * h - (I / 2) * key + H.trace * I_sq`. With every equation written as left side minus right side, this is

(i/2)(a − b) − (i/2)(a − b + 2iT) + T(i² + 1) = T.

The determinants cancel, and so do the two terms in i²T, without any use of the value of i². What is left is the goal.

## Halving the step for diag(1, 1, −2)

Take t = 1/2, so that tH = diag(1/2, 1/2, −1). Then

d = (1 + i/2)²(1 − i) = (3/4 + i)(1 − i) = 7/4 + i/4,

det C(tH) = (7 − i)/(7 + i) = (7 − i)²/50 = (24 − 7i)/25.

The determinant is closer to 1 than before, but the step is still outside SU(3). This agrees with the criterion, because det H = −2 is nonzero. By contrast, diag(1, 0, −1) has trace and determinant zero, and its Cayley step diag(−i, 1, i) has determinant one.

For Crank–Nicolson propagation of a finite-level system with a Hamiltonian held fixed during the step, the result means that the step of a traceless three-level Hamiltonian preserves the norm but may have a determinant other than 1. Such a step is an element of SU(3) times a global phase factor. Removing that factor leaves expectation values unchanged and restores determinant one, which matters to code that assumes each step is an element of SU(3). It does not in general turn the step into the exact propagator, because the relative phases between energy eigenstates are approximated as well.
